# A Slater determinant need not have a local energy at its nodes

The declaration `no_local_energy_at_node` concerns two non-interacting particles on three sites, with hopping of amplitude 1 between the last two sites and an unnormalised Slater determinant Ψ built from the orbitals localised on the first and the last site. With the particles on the first and the middle site, Ψ is zero but HΨ is 1 (1/√2 if Ψ is normalised), so no real number E satisfies (HΨ)(x) = E Ψ(x) there. The attempt assumes such an E, rewrites the left side with `manyBody_slater` as the trace of an adjugate times a matrix of transformed orbitals, and leaves it to `simp` to reduce the equation to the absurd 1 = 0.

The first attempt, which Lean rejects:

```lean
import Mathlib

open Matrix

namespace NoLocalEnergyAtNode

/-- The orbital matrix `A i j = φ j (x i)`: orbital `j` evaluated at the site of particle `i`. -/
def orbitalMatrix {ι X K : Type*} (φ : ι → X → K) (x : ι → X) : Matrix ι ι K :=
  Matrix.of fun i j => φ j (x i)

variable {ι X K : Type*} [Fintype ι] [DecidableEq ι] [Fintype X] [Field K]

/-- The unnormalised Slater determinant of the orbitals `φ` at the configuration `x`. -/
def slater (φ : ι → X → K) (x : ι → X) : K := (orbitalMatrix φ x).det

/-- The many-particle operator that lets the one-particle matrix `h` act on each coordinate
in turn and adds the results. -/
def manyBody (h : Matrix X X K) (Ψ : (ι → X) → K) (x : ι → X) : K :=
  ∑ i, ∑ y, h (x i) y * Ψ (Function.update x i y)

omit [Fintype ι] [Fintype X] [Field K] in
/-- Moving particle `i` to the site `y` replaces row `i` of the orbital matrix by the
orbital values at `y`. -/
theorem orbitalMatrix_update (φ : ι → X → K) (x : ι → X) (i : ι) (y : X) :
    orbitalMatrix φ (Function.update x i y)
      = (orbitalMatrix φ x).updateRow i (fun j => φ j y) := by
  ext k j
  by_cases hk : k = i
  · subst hk
    simp [orbitalMatrix]
  · simp [orbitalMatrix, hk]

/-- Cramer's rule for a replaced row: the new determinant is the new row paired with a
column of the adjugate of the old matrix. -/
theorem det_updateRow_eq (A : Matrix ι ι K) (i : ι) (b : ι → K) :
    (A.updateRow i b).det = ∑ j, b j * A.adjugate j i := by
  rw [← Matrix.cramer_transpose_apply, Matrix.cramer_eq_adjugate_mulVec,
    ← Matrix.adjugate_transpose]
  exact Finset.sum_congr rfl fun j _ => mul_comm _ _

/-- At every configuration, nodes included, the many-particle operator applied to a Slater
determinant is the trace of the adjugate of `A` times `B`, with `B i j = (h φ_j)(x i)`. -/
theorem manyBody_slater (h : Matrix X X K) (φ : ι → X → K) (x : ι → X) :
    manyBody h (slater φ) x
      = ((orbitalMatrix φ x).adjugate * orbitalMatrix (fun j => h *ᵥ φ j) x).trace := by
  rw [Matrix.trace_mul_comm]
  simp only [manyBody, slater, orbitalMatrix_update, det_updateRow_eq, Matrix.trace,
    Matrix.diag_apply, Matrix.mul_apply]
  refine Finset.sum_congr rfl fun i _ => ?_
  -- exchange the sum over target sites with the sum over orbitals
  simp only [Finset.mul_sum]
  rw [Finset.sum_comm]
  refine Finset.sum_congr rfl fun j _ => ?_
  simp only [orbitalMatrix, Matrix.of_apply, Matrix.mulVec, dotProduct, Finset.sum_mul,
    mul_assoc]

/-- A node without local energy: for two particles on three sites, with hopping between the
last two sites and orbitals on the first and the last site, no number `E` satisfies
`(H Ψ)(x) = E Ψ(x)` when the particles sit on the first and the middle site. -/
theorem no_local_energy_at_node :
    ¬ ∃ E : ℝ,
      manyBody (!![0, 0, 0; 0, 0, 1; 0, 1, 0] : Matrix (Fin 3) (Fin 3) ℝ)
          (slater (![![1, 0, 0], ![0, 0, 1]] : Fin 2 → Fin 3 → ℝ)) ![0, 1]
        = E * slater (![![1, 0, 0], ![0, 0, 1]] : Fin 2 → Fin 3 → ℝ) ![0, 1] := by
  rintro ⟨E, hE⟩
  rw [manyBody_slater] at hE
  -- the left side is 1, the right side is 0
  simp [slater, orbitalMatrix, Matrix.trace_fin_two, Matrix.adjugate_fin_two,
    Matrix.det_fin_two, Matrix.mul_apply, Matrix.mulVec, dotProduct,
    Fin.sum_univ_succ] at hE

end NoLocalEnergyAtNode
```

The error:

```
Main.lean:64:80: error: unsolved goals
E : ℝ
hE :
  vecHead
      (vecTail fun i j =>
        vecCons 0 (fun i => vecCons 0 (fun i => 0) i) (![0, 1] i) * vecCons 1 (fun i => 0) j +
          (vecCons 0 (fun i => vecCons 0 (fun i => 1) i) (![0, 1] i) * vecCons 0 (fun i => 0) j +
            vecCons 0 (fun i => vecCons 1 (fun i => 0) i) (![0, 1] i) * vecCons 0 (fun i => 1) j))
      1 =
    0
⊢ False
Main.lean:69:24: warning: This simp argument is unused:
  Matrix.mul_apply

Hint: Omit it from the simp argument list.
  [apply] simp [slater, orbitalMatrix, Matrix.trace_fin_two, Matrix.adjugate_fin_two, Matrix.det_fin_two, Matrix.mulVec,
    dotProduct, Fin.sum_univ_succ] at hE

Note: This linter can be disabled with `set_option linter.unusedSimpArgs false`
```

Cause. The error shows that `simp` got the right side to 0 but left the other side as entry 1 of `vecHead (vecTail fun i j => …)`. That is the lower right entry of the matrix of transformed orbitals, and it equals 1. `simp` can take the head or tail of a vector written out with `vecCons`, but here the matrix is still a `fun`, so it stops and never sees the contradiction. The warning fits this: `Matrix.mul_apply` went unused because `simp` expanded the product with its own rules for written-out matrices, which bring in `vecHead` and `vecTail`.

The repair first proves, entry by entry, that the orbital matrix is `!![1, 0; 0, 0]` (`hA`) and the transformed one `!![0, 0; 0, 1]` (`hB`). The `rw` now also unfolds `slater`, so that `hA` can rewrite the determinant as well as the adjugate. With only explicit matrices left, the last `simp` computes both sides and closes the goal. Its adjugate and determinant lemmas are now the `_of` versions, stated for such matrices. Dropping the unused `Matrix.mul_apply` is mere tidying.

Lean accepts the file once it reads:

```diff
@@ -64,9 +64,19 @@
         = E * slater (![![1, 0, 0], ![0, 0, 1]] : Fin 2 → Fin 3 → ℝ) ![0, 1] := by
   rintro ⟨E, hE⟩
-  rw [manyBody_slater] at hE
+  -- the orbital matrix and the matrix of transformed orbitals, entry by entry
+  have hA : orbitalMatrix (![![1, 0, 0], ![0, 0, 1]] : Fin 2 → Fin 3 → ℝ) ![0, 1]
+      = !![1, 0; 0, 0] := by
+    ext i j
+    fin_cases i <;> fin_cases j <;> simp only [orbitalMatrix, Matrix.of_apply] <;> simp
+  have hB : orbitalMatrix (fun j =>
+      (!![0, 0, 0; 0, 0, 1; 0, 1, 0] : Matrix (Fin 3) (Fin 3) ℝ) *ᵥ
+        (![![1, 0, 0], ![0, 0, 1]] : Fin 2 → Fin 3 → ℝ) j) ![0, 1]
+      = !![0, 0; 0, 1] := by
+    ext i j
+    fin_cases i <;> fin_cases j <;> simp only [orbitalMatrix, Matrix.of_apply] <;>
+      simp [Matrix.mulVec, dotProduct, Fin.sum_univ_succ]
+  rw [manyBody_slater, slater, hB, hA] at hE
   -- the left side is 1, the right side is 0
-  simp [slater, orbitalMatrix, Matrix.trace_fin_two, Matrix.adjugate_fin_two,
-    Matrix.det_fin_two, Matrix.mul_apply, Matrix.mulVec, dotProduct,
-    Fin.sum_univ_succ] at hE
+  simp [Matrix.adjugate_fin_two_of, Matrix.det_fin_two_of, Matrix.trace_fin_two] at hE
 
 end NoLocalEnergyAtNode
```
